# Padé bounds on the polarizability at imaginary frequency

For finitely many states $k$ with excitation energies $D_k > 0$ and strengths $f_k \ge 0$, not all zero, set $S(p) = \sum_k f_k D_k^{\,p}$ for integer $p$. Then for every real $w$

$$0 < \frac{S(-2)^2}{S(-2) + w^2 S(-4)} \;\le\; \sum_k \frac{f_k}{D_k^2 + w^2} \;\le\; S(-2) - \frac{w^2\, S(-4)^2}{S(-4) + w^2 S(-6)},$$

and the lower bound is attained exactly when $w = 0$ or all states with $f_k \ne 0$ have the same energy.

## Physical setting

In atomic units, perturbation theory for a system in its ground state $|0\rangle$, driven by a field of frequency $\omega$ along $z$, gives the dipole polarizability $\alpha(\omega) = \sum_k f_k/(D_k^2 - \omega^2)$. Here $D_k = E_k - E_0$ is the energy of the excited state $|k\rangle$ above the ground state, and $f_k = 2 D_k |\langle 0|\mu_z|k\rangle|^2$ is its oscillator strength, with $\mu_z$ the dipole operator along $z$. Both $D_k > 0$ and $f_k \ge 0$ hold for a nondegenerate ground state. At the imaginary frequency $\omega = iw$ the poles disappear:

$$\alpha(iw) = \sum_k \frac{f_k}{D_k^2 + w^2}.$$

For $|w|$ below the smallest $D_k$, the geometric series in each term gives $\alpha(iw) = S(-2) - w^2 S(-4) + w^4 S(-6) - \dots$, so $S(-2)$ is the static polarizability and $S(-4), S(-6), \dots$ are the coefficients of $\omega^2, \omega^4, \dots$ in the low-frequency expansion of $\alpha(\omega)$. The two rational functions

$$P(w) = \frac{S(-2)^2}{S(-2) + w^2 S(-4)}, \qquad U(w) = S(-2) - \frac{w^2\, S(-4)^2}{S(-4) + w^2 S(-6)}$$

reproduce the first two and the first three terms of that series, and are its $[0/1]$ and $[1/1]$ Padé approximants in the variable $w^2$. For a spectrum of finitely many states, such as a finite basis produces, inserting $P$ for each partner into the integral of $\alpha_A(iw)\,\alpha_B(iw)$ over $w \ge 0$, which fixes the dispersion coefficient $C_6$ of two atoms $A$ and $B$, bounds that coefficient from below using only $S(-2)$ and $S(-4)$ of each atom.

## Statement

All three results below share the hypotheses $D_k > 0$ for every $k$, $f_k \ge 0$ for every $k$, and $f_k \ne 0$ for at least one $k$. The number $w$ is any real, of either sign and of any size.

The theorem `pade_lower_bound` says that $0 < P(w)$, that $P(w) \le \alpha(iw)$, and that $\alpha(iw) = P(w)$ holds if and only if $w = 0$ or $D_j = D_k$ for all $j, k$ with $f_j \ne 0$ and $f_k \ne 0$. States of zero strength may have any positive energy without affecting the equality.

The theorem `single_pole` gives the common value in the second case: if every state with $f_k \ne 0$ has $D_k = d$, then $\alpha(iw)$ and $P(w)$ both equal $S(0)/(d^2 + w^2)$, where $S(0) = \sum_k f_k$.

The theorem `pade_upper_bound` says that $\alpha(iw) \le U(w)$, and that $U(w) < S(-2)$ when $w \ne 0$. It does not say when $\alpha(iw) = U(w)$.

## Derivation

*Positivity of the sums.* Each term $f_k D_k^{\,p}$ is nonnegative, and the term of a state with $f_k \neq 0$ is positive. Hence $S(p) > 0$ for every integer $p$, and the denominator $N = S(-2) + w^2 S(-4)$ of $P$ is positive, as is $P$ itself.

*An identity for a trial amplitude.* Let $c$ be any real number and define the residual $r_k = 1 - c\,(1 + w^2/D_k^2)$. Since $1 + w^2/D_k^2 = (D_k^2 + w^2)/D_k^2$, expanding the square gives

$$\frac{f_k}{D_k^2 + w^2}\, r_k^2 = \frac{f_k}{D_k^2 + w^2} - 2c\,\frac{f_k}{D_k^2} + c^2 f_k\,\frac{D_k^2 + w^2}{D_k^4}.$$

The last fraction is $D_k^{-2} + w^2 D_k^{-4}$. Summing over $k$,

$$\alpha(iw) - \big[\,2c\,S(-2) - c^2 N\,\big] = \sum_k \frac{f_k}{D_k^2 + w^2}\, r_k^2 .$$

The bracket is a functional of Hylleraas type. The expression $\sum_k \big[2\sqrt{f_k}\,x_k - (D_k^2 + w^2)\,x_k^2\big]$ in real amplitudes $x_k$ equals $\alpha(iw)$ at the exact response $x_k = \sqrt{f_k}/(D_k^2 + w^2)$, and it equals the bracket at $x_k = c\sqrt{f_k}/D_k^2$, which is the static response scaled by $c$.

*The lower bound.* The bracket is a downward parabola in $c$ with its vertex at $c = S(-2)/N$. There it equals $2S(-2)^2/N - S(-2)^2/N = P(w)$. With this $c$ the identity expresses $\alpha(iw) - P(w)$ as a sum of nonnegative terms, because $f_k \ge 0$. Hence $P(w) \le \alpha(iw)$.

*Equality forces one of the two cases.* Suppose $\alpha(iw) = P(w)$ and $w \ne 0$. A vanishing sum of nonnegative terms has every term zero. For $f_k \ne 0$ the weight $f_k/(D_k^2 + w^2)$ is nonzero, so $r_k = 0$, that is $c\,(1 + w^2/D_k^2) = 1$. Take $j$ and $k$ both of nonzero strength. The equation shows $c \ne 0$, and cancelling $c$ between the equations for $j$ and $k$ leaves $w^2/D_j^2 = w^2/D_k^2$. Cancelling $w^2$ gives $D_j^2 = D_k^2$, and positive numbers with equal squares are equal.

*Each case gives equality.* At $w = 0$, $\alpha = S(-2)$ and $P = S(-2)^2/S(-2) = S(-2)$. If instead all states of nonzero strength have the energy $d$, then $d > 0$, and term by term $S(p) = S(0)\,d^{\,p}$ and $\alpha(iw) = S(0)/(d^2 + w^2)$. The approximant takes the same value:

$$P(w) = \frac{S(0)^2 d^{-4}}{S(0)\,d^{-2} + w^2 S(0)\,d^{-4}} = \frac{S(0)}{d^2 + w^2}.$$

With a single state this case always applies.

*The upper bound.* Define new strengths $g_k = f_k/D_k^2$, and write $S_g(p)$ and $\alpha_g(iw)$ for the sums formed with $g_k$ in place of $f_k$. From

$$\frac{1}{D_k^2 + w^2} = \frac{1}{D_k^2} - \frac{w^2}{D_k^2\,(D_k^2 + w^2)}$$

follows $\alpha(iw) = S(-2) - w^2 \alpha_g(iw)$, and from the definition follows $S_g(p) = S(p - 2)$. The $g_k$ are nonnegative and not all zero, so the lower bound applies to them:

$$\alpha_g(iw) \;\ge\; \frac{S_g(-2)^2}{S_g(-2) + w^2 S_g(-4)} = \frac{S(-4)^2}{S(-4) + w^2 S(-6)} \;>\; 0 .$$

Multiplying by $w^2 \ge 0$ and subtracting from $S(-2)$ reverses the inequality and gives $\alpha(iw) \le U(w)$. For $w \ne 0$ the term subtracted in $U$ is a product of two positive numbers, so $U(w) < S(-2)$.

## What the formal version assumes

The states are the elements of a finite type `ι`, and `f D : ι → ℝ` are two real functions on it. The definitions `S f D p`, `alpha f D w`, `padeLower f D w` and `padeUpper f D w` are $S(p)$, $\alpha(iw)$, $P(w)$ and $U(w)$. The exponent `p` is an integer. The argument of `alpha` is the real number $w$, and the rotation $\omega = iw$ is already contained in the plus sign of the denominator, so complex numbers do not occur. The hypotheses `hD`, `hf` and `hne` are $D_k > 0$, $f_k \ge 0$ and "not all zero"; `hne` also requires at least one state. Different states may share an energy, so degenerate excited levels are allowed.

The sum-over-states formula is the definition of `alpha`. There is no Hamiltonian and no dipole operator: the signs of $D_k$ and $f_k$ are assumed, and no sum rule fixing $S(0)$ is imposed, so any positive factor may be absorbed into the $f_k$. Finiteness excludes infinite Rydberg series and the continuum. The names `padeLower` and `padeUpper` label explicit formulas; the theorems bound $\alpha$ by these two functions and do not address higher Padé approximants or convergence of the sequence. The series matching, the remark on $C_6$, the numerical examples and the reformulation below are ordinary mathematics, with nothing in the file that proves them.

Without $f_k \ge 0$ the lower bound fails. Take two states with $D = (1, 2)$, $f = (2, -1)$, and $w = 1$. Then $\alpha = 1 - \tfrac15 = \tfrac45$, $S(-2) = \tfrac74$, $S(-4) = \tfrac{31}{16}$, and $P = \tfrac{49}{59} > \tfrac45$. In the physical formula $f_k$ has the sign of $D_k$, so a negative strength comes with a negative $D_k$, from an excited reference state with an allowed transition downward. Since $\alpha$ and $P$ contain only even powers of $D_k$, the numbers above are the same for $D = (1, -2)$, which is such a case. Without $D_k > 0$ the equality criterion fails, since $\alpha$ and $P$ depend only on $D_k^2$: for $D = (1, -1)$ and $f = (1, 1)$ both equal $2/(1 + w^2)$ although the energies differ. This example tests the hypothesis alone and is not a physical spectrum, since by the sign rule above a state with $D_k = -1$ cannot have a positive strength. Without `hne`, all $f_k = 0$ makes $P$ the quotient $0/0$, which Lean sets to $0$, and $0 < P$ is false.

The strengths could instead be modelled as a nonzero positive measure $\mu$ on $(0, \infty)$, with $S(p) = \int D^{\,p}\, d\mu(D)$ and $\alpha(iw) = \int d\mu(D)/(D^2 + w^2)$. This would include the continuum. Finiteness of the sums would no longer be automatic and would be assumed, of $S(-2)$ and $S(-4)$ for the lower bound and of $S(-6)$ as well for the upper bound; the residual would vanish $\mu$-almost everywhere in the equality step, and the condition on the energies would become that $\mu$ is concentrated at one point.

## The Lean file

```lean
import Mathlib

open Finset

namespace PadeImaginaryFrequency

noncomputable section

variable {ι : Type*} [Fintype ι] {f D : ι → ℝ}

/-- The sum over states `S(p) = ∑ f_k D_k^p` of strengths `f_k` and excitation energies `D_k`. -/
def S (f D : ι → ℝ) (p : ℤ) : ℝ := ∑ k, f k * D k ^ p

/-- The polarizability at imaginary frequency `i w`, `∑ f_k / (D_k² + w²)`. -/
def alpha (f D : ι → ℝ) (w : ℝ) : ℝ := ∑ k, f k / (D k ^ 2 + w ^ 2)

/-- The Padé approximant `S(-2)² / (S(-2) + w² S(-4))`. -/
def padeLower (f D : ι → ℝ) (w : ℝ) : ℝ :=
  S f D (-2) ^ 2 / (S f D (-2) + w ^ 2 * S f D (-4))

/-- The Padé approximant `S(-2) - w² S(-4)² / (S(-4) + w² S(-6))`. -/
def padeUpper (f D : ι → ℝ) (w : ℝ) : ℝ :=
  S f D (-2) - w ^ 2 * (S f D (-4) ^ 2 / (S f D (-4) + w ^ 2 * S f D (-6)))

/-- For positive energies and nonnegative strengths, not all zero, every `S(p)` is positive. -/
theorem S_pos (hD : ∀ k, 0 < D k) (hf : ∀ k, 0 ≤ f k) (hne : ∃ k, f k ≠ 0) (p : ℤ) :
    0 < S f D p := by
  obtain ⟨k, hk⟩ := hne
  exact Finset.sum_pos' (fun j _ => mul_nonneg (hf j) (zpow_pos (hD j) p).le)
    ⟨k, Finset.mem_univ k, mul_pos (lt_of_le_of_ne (hf k) hk.symm) (zpow_pos (hD k) p)⟩

/-- Dividing the strengths by `D_k²` lowers the index of the sum over states by two. -/
theorem S_shift (hD : ∀ k, 0 < D k) (f : ι → ℝ) (p : ℤ) :
    S (fun k => f k / D k ^ 2) D p = S f D (p - 2) := by
  unfold S
  refine Finset.sum_congr rfl fun k _ => ?_
  rw [zpow_sub₀ (hD k).ne', zpow_ofNat]
  ring

/-- The polarizability at `i w` equals `S(-2)` minus `w²` times the polarizability formed
with the strengths `f_k / D_k²`. -/
theorem alpha_resolvent (hD : ∀ k, 0 < D k) (f : ι → ℝ) (w : ℝ) :
    alpha f D w = S f D (-2) - w ^ 2 * alpha (fun k => f k / D k ^ 2) D w := by
  simp only [alpha, S, zpow_neg, zpow_ofNat, Finset.mul_sum, ← Finset.sum_sub_distrib]
  refine Finset.sum_congr rfl fun k _ => ?_
  have h0 := hD k
  have h1 : D k ≠ 0 := h0.ne'
  have h2 : D k ^ 2 + w ^ 2 ≠ 0 := by positivity
  field_simp
  ring

/-- For every trial amplitude `c`, the polarizability minus `2 c S(-2) - c² (S(-2) + w² S(-4))`
is the sum of `f_k / (D_k² + w²)` times the squared residual `1 - c (1 + w² / D_k²)`. -/
theorem trial_gap (hD : ∀ k, 0 < D k) (f : ι → ℝ) (w c : ℝ) :
    alpha f D w - (2 * c * S f D (-2) - c ^ 2 * (S f D (-2) + w ^ 2 * S f D (-4)))
      = ∑ k, f k / (D k ^ 2 + w ^ 2) * (1 - c * (1 + w ^ 2 / D k ^ 2)) ^ 2 := by
  simp only [alpha, S, zpow_neg, zpow_ofNat, Finset.mul_sum, ← Finset.sum_add_distrib,
    ← Finset.sum_sub_distrib]
  refine Finset.sum_congr rfl fun k _ => ?_
  have h0 := hD k
  have h1 : D k ≠ 0 := h0.ne'
  have h2 : D k ^ 2 + w ^ 2 ≠ 0 := by positivity
  field_simp
  ring

/-- If all states of nonzero strength have the energy `d`, the polarizability and the
approximant `padeLower` both equal `S(0) / (d² + w²)`. -/
theorem single_pole (hD : ∀ k, 0 < D k) (hf : ∀ k, 0 ≤ f k) (hne : ∃ k, f k ≠ 0)
    {d : ℝ} (hd : ∀ k, f k ≠ 0 → D k = d) (w : ℝ) :
    alpha f D w = S f D 0 / (d ^ 2 + w ^ 2) ∧ padeLower f D w = S f D 0 / (d ^ 2 + w ^ 2) := by
  have hF := S_pos hD hf hne 0
  obtain ⟨k0, hk0⟩ := hne
  have hd0 : 0 < d := by
    rw [← hd k0 hk0]
    exact hD k0
  -- all sums over states are `S(0)` times a power of `d`
  have hS : ∀ p : ℤ, S f D p = S f D 0 * d ^ p := by
    intro p
    simp only [S, zpow_zero, mul_one, Finset.sum_mul]
    refine Finset.sum_congr rfl fun k _ => ?_
    by_cases h : f k = 0
    · simp [h]
    · rw [hd k h]
  constructor
  · simp only [alpha, S, zpow_zero, mul_one, Finset.sum_div]
    refine Finset.sum_congr rfl fun k _ => ?_
    by_cases h : f k = 0
    · simp [h]
    · rw [hd k h]
  · have h1 : S f D 0 * d ^ (-2 : ℤ) + w ^ 2 * (S f D 0 * d ^ (-4 : ℤ)) ≠ 0 := by positivity
    have h2 : d ^ 2 + w ^ 2 ≠ 0 := by positivity
    have h3 : d ≠ 0 := hd0.ne'
    rw [padeLower, hS (-2), hS (-4), div_eq_div_iff h1 h2]
    simp only [zpow_neg, zpow_ofNat]
    field_simp

/-- For positive energies and nonnegative strengths, not all zero, the approximant
`S(-2)² / (S(-2) + w² S(-4))` is positive and at most the polarizability
at `i w`, with equality exactly when `w = 0` or all states of nonzero strength share one
energy. -/
theorem pade_lower_bound (hD : ∀ k, 0 < D k) (hf : ∀ k, 0 ≤ f k) (hne : ∃ k, f k ≠ 0)
    (w : ℝ) :
    0 < padeLower f D w ∧ padeLower f D w ≤ alpha f D w ∧
      (alpha f D w = padeLower f D w ↔ w = 0 ∨ ∀ j k, f j ≠ 0 → f k ≠ 0 → D j = D k) := by
  have hA := S_pos hD hf hne (-2)
  have hB := S_pos hD hf hne (-4)
  have hN : 0 < S f D (-2) + w ^ 2 * S f D (-4) := by positivity
  have key : ∀ a n : ℝ, n ≠ 0 → 2 * (a / n) * a - (a / n) ^ 2 * n = a ^ 2 / n := by
    intro a n hn
    field_simp
    ring
  -- at the amplitude `c = S(-2) / (S(-2) + w² S(-4))` the trial expression equals `padeLower`
  obtain ⟨c, hgap⟩ : ∃ c : ℝ, alpha f D w - padeLower f D w
      = ∑ k, f k / (D k ^ 2 + w ^ 2) * (1 - c * (1 + w ^ 2 / D k ^ 2)) ^ 2 := by
    refine ⟨S f D (-2) / (S f D (-2) + w ^ 2 * S f D (-4)), ?_⟩
    rw [← trial_gap hD, key _ _ hN.ne', padeLower]
  have hterm : ∀ k ∈ (Finset.univ : Finset ι),
      0 ≤ f k / (D k ^ 2 + w ^ 2) * (1 - c * (1 + w ^ 2 / D k ^ 2)) ^ 2 := fun k _ =>
    mul_nonneg (div_nonneg (hf k) (by positivity)) (sq_nonneg _)
  have hsum := Finset.sum_nonneg hterm
  refine ⟨div_pos (pow_pos hA 2) hN, by linarith, ?_, ?_⟩
  · intro h
    by_cases hw : w = 0
    · exact Or.inl hw
    right
    rw [h, sub_self] at hgap
    have hz := (Finset.sum_eq_zero_iff_of_nonneg hterm).1 hgap.symm
    -- the residual vanishes on every state of nonzero strength
    have hres : ∀ k, f k ≠ 0 → c * (1 + w ^ 2 / D k ^ 2) = 1 := by
      intro k hk
      have h0 := hD k
      have h2 : D k ^ 2 + w ^ 2 ≠ 0 := by positivity
      have h3 := (mul_eq_zero.1 (hz k (Finset.mem_univ k))).resolve_left (div_ne_zero hk h2)
      have h4 := (pow_eq_zero_iff two_ne_zero).1 h3
      linarith
    intro j k hj hk
    have hc : c ≠ 0 := by
      intro hc
      have h5 := hres j hj
      rw [hc, zero_mul] at h5
      exact zero_ne_one h5
    have h1 := mul_left_cancel₀ hc ((hres j hj).trans (hres k hk).symm)
    have h2 : w ^ 2 / D j ^ 2 = w ^ 2 / D k ^ 2 := by linarith
    rw [div_eq_div_iff (pow_ne_zero 2 (hD j).ne') (pow_ne_zero 2 (hD k).ne')] at h2
    have h3 := mul_left_cancel₀ (pow_ne_zero 2 hw) h2
    exact (sq_eq_sq₀ (hD j).le (hD k).le).1 h3.symm
  · rintro (hw | h)
    · rw [alpha_resolvent hD, padeLower, eq_div_iff hN.ne', hw]
      ring
    · obtain ⟨k0, hk0⟩ := hne
      have h1 := single_pole hD hf ⟨k0, hk0⟩ (fun k hk => h k k0 hk hk0) w
      exact h1.1.trans h1.2.symm

/-- For positive energies and nonnegative strengths, not all zero, the polarizability
at `i w` is at most `S(-2) - w² S(-4)² / (S(-4) + w² S(-6))`, and for
`w ≠ 0` this approximant lies strictly below `S(-2)`. -/
theorem pade_upper_bound (hD : ∀ k, 0 < D k) (hf : ∀ k, 0 ≤ f k) (hne : ∃ k, f k ≠ 0)
    (w : ℝ) :
    alpha f D w ≤ padeUpper f D w ∧ (w ≠ 0 → padeUpper f D w < S f D (-2)) := by
  have hf' : ∀ k, 0 ≤ f k / D k ^ 2 := fun k => div_nonneg (hf k) (sq_nonneg _)
  have hne' : ∃ k, f k / D k ^ 2 ≠ 0 := by
    obtain ⟨k, hk⟩ := hne
    exact ⟨k, div_ne_zero hk (pow_ne_zero 2 (hD k).ne')⟩
  -- the lower bound for the strengths `f_k / D_k²`
  obtain ⟨hpos, hle, -⟩ := pade_lower_bound (f := fun k => f k / D k ^ 2) hD hf' hne' w
  have h4 : S (fun k => f k / D k ^ 2) D (-2) = S f D (-4) :=
    (S_shift hD f (-2)).trans (congrArg (S f D) (by norm_num))
  have h6 : S (fun k => f k / D k ^ 2) D (-4) = S f D (-6) :=
    (S_shift hD f (-4)).trans (congrArg (S f D) (by norm_num))
  rw [padeLower, h4, h6] at hpos hle
  constructor
  · have h := mul_le_mul_of_nonneg_left hle (sq_nonneg w)
    rw [alpha_resolvent hD, padeUpper]
    linarith
  · intro hw
    have hw2 : 0 < w ^ 2 := by positivity
    have h := mul_pos hw2 hpos
    rw [padeUpper]
    linarith

end

end PadeImaginaryFrequency
```

```lean
#print axioms PadeImaginaryFrequency.pade_upper_bound
```

```
'PadeImaginaryFrequency.pade_upper_bound' depends on axioms: [propext, Classical.choice, Quot.sound]
```

## Notes on the proof

`S_pos` is the positivity step. `Finset.sum_pos'` takes nonnegativity of every term and positivity of one, supplied by the state from `hne`.

`S_shift`, `alpha_resolvent` and `trial_gap` are identities that hold for arbitrary real strengths and need only `hD`. In `S_shift`, `zpow_sub₀` splits $D_k^{\,p-2}$ into $D_k^{\,p}/D_k^2$. In the other two, both sides are collected under one sum, `Finset.sum_congr` reduces the goal to a single state, and `field_simp` followed by `ring` verifies the algebra written out above, once $D_k$ and $D_k^2 + w^2$ are known to be nonzero.

In `single_pole`, `hS` is $S(p) = S(0)\,d^{\,p}$. Each term is treated by cases: for $f_k = 0$ both sides vanish, and otherwise `hd` replaces $D_k$ by $d$. The value of $P$ follows by inserting `hS (-2)` and `hS (-4)` and cross-multiplying with `div_eq_div_iff`.

In `pade_lower_bound`, `hN` is $N > 0$, and `key` evaluates the parabola at its vertex for general numbers `a` and `n`. The proof only evaluates the bracket at $c = S(-2)/N$ and never needs that this point is the maximum. The amplitude is then hidden behind an existential, so that the rest uses only `hgap`, the sum formula for $\alpha - P$. The inequality comes from `hterm` and `Finset.sum_nonneg`. For the forward direction of the equivalence, `Finset.sum_eq_zero_iff_of_nonneg` makes each term zero, `hres` is $c\,(1 + w^2/D_k^2) = 1$ on states of nonzero strength, two uses of `mul_left_cancel₀` remove $c$ and $w^2$, and `sq_eq_sq₀` passes from equal squares to equal energies using the sign of $D_j$ and $D_k$. For the reverse direction, the case $w = 0$ rewrites $\alpha$ by `alpha_resolvent`, whose second term then vanishes, and the other case calls `single_pole` with $d$ the energy of the state `k0` from `hne`.

`pade_upper_bound` applies `pade_lower_bound` to the strengths `fun k => f k / D k ^ 2`, keeping positivity and the inequality as `hpos` and `hle` and discarding the equality clause. The equations `h4` and `h6` are $S_g(-2) = S(-4)$ and $S_g(-4) = S(-6)$. Multiplying `hle` by $w^2$ and rewriting with `alpha_resolvent` leaves a linear inequality, and the strict bound $U < S(-2)$ comes from the product of `hw2` and `hpos`.
